# In a finite basis, a pseudopotential \(XB^{-1}X^\dagger\) with independent projectors and Hermitian invertible \(B\) has as many positive and as many negative eigenvalues as \(B\)

I count eigenvalues as roots of the characteristic polynomial, because one of the two matrices I want to compare need not be Hermitian. The first is the nonlocal part of a separable norm-conserving pseudopotential in a finite orthonormal basis, \(V=XB^{-1}X^\dagger\). The \(m\) columns of the \(n\times m\) matrix \(X\) are linearly independent projector functions, and \(B\) is Hermitian and invertible. The second is the small matrix \(B^{-1}G\), with \(G=X^\dagger X\). I believe that its eigenvalues are exactly the nonzero eigenvalues of \(V\), with multiplicity, and that their signs are distributed as for \(B\). Can this be derived in full and checked by machine in Lean?

## A determinant identity gives the values, a congruence gives the signs

Yes, on both counts. First, \(G\) is invertible: if \(Gv=0\), then \(\|Xv\|^2=v^\dagger Gv=0\), so \(Xv=0\), and independence of the columns gives \(v=0\).

**Values.** Put \(P=X\) and \(Q=B^{-1}X^\dagger\), so that \(PQ=V\) and \(QP=B^{-1}G\). For \(\lambda\neq0\), evaluate the determinant of
\[
\begin{pmatrix}\lambda 1_n & P\\ Q & 1_m\end{pmatrix}
\]
by eliminating either diagonal block:
\[
\det(\lambda 1_n-PQ)=\lambda^n\det(1_m-\lambda^{-1}QP)=\lambda^{n-m}\det(\lambda 1_m-QP).
\]
Hence \(\lambda^m\det(\lambda 1_n-V)=\lambda^n\det(\lambda 1_m-B^{-1}G)\) for all \(\lambda\neq0\), and therefore as polynomials. The two characteristic polynomials have the same nonzero roots with the same multiplicities. Since \(\det(B^{-1}G)=\det G/\det B\neq0\), zero is not a root of the small one, so all its roots appear.

The eigenvectors correspond too. If \(V\psi=\mu\psi\) with \(\mu\neq0\), then \(\psi=X(\mu^{-1}B^{-1}X^\dagger\psi)\), so every such eigenvector has the form \(Xc\). Because \(V(Xc)=XB^{-1}Gc\) and \(X\) is injective, \(V(Xc)=\mu Xc\) is equivalent to \(B^{-1}Gc=\mu c\), that is, to \(Gc=\mu Bc\). For \(c\neq0\), the normalised eigenvector is \(Xc/\sqrt{c^\dagger Gc}\).

**Signs.** Let \(A\) be a Hermitian \(n\times n\) matrix, \(T\) any \(n\times m\) matrix and \(C=T^\dagger AT\). Diagonalise \(A=U\,\mathrm{diag}(a)\,U^\dagger\) and \(C=W\,\mathrm{diag}(c)\,W^\dagger\), where \(c_i\) now denotes the eigenvalues of \(C\). With \(S=U^\dagger TW\), every \(x\in\mathbb C^m\) satisfies
\[
\sum_i c_i|x_i|^2=\sum_j a_j|(Sx)_j|^2 .
\]
Let \(p\) of the \(a_j\) and \(q\) of the \(c_i\) be positive. Require \((Sx)_j=0\) wherever \(a_j>0\), and \(x_i=0\) wherever \(c_i\le0\). The left side is then nonnegative and the right side nonpositive, so both vanish. This forces the remaining \(x_i\) to vanish, and \(x=0\). Thus \(p+(m-q)\) linear conditions on \(\mathbb C^m\) leave only the zero vector, so \(p+m-q\ge m\), or \(q\le p\). Applying this to \(-A\) gives the same bound for negative eigenvalues.

Now use the bound in both directions. Since \(B^{-1}\) is Hermitian,
\[
V=(B^{-1}X^\dagger)^\dagger B\,(B^{-1}X^\dagger),
\]
so \(V\) has at most as many eigenvalues of either sign as \(B\). Conversely, take \(T=XG^{-1}B\), built from the dual projectors \(XG^{-1}\). Then \(X^\dagger T=B\) and \(T^\dagger X=B\), so \(T^\dagger VT=BB^{-1}B=B\), which gives the reverse inequality.

Finally, \(V\) is Hermitian, so its eigenvalues are real. The eigenvalues of \(B^{-1}G\) are among them, hence real, with the same sign counts.

## What the Lean theorems say

- `separable X B` is \(V\), and `Xᴴ` is \(X^\dagger\). The finite types `n` and `m` index the orthonormal basis and the projectors.
- `LinearIndependent ℂ X.col` says that no projector is redundant.
- `B.IsHermitian` and `IsUnit B.det` are assumed. In the usual construction, \(B_{ij}=\langle\phi_i|\chi_j\rangle\) is the overlap of pseudo partial waves with projectors. Generalised norm conservation makes it Hermitian; invertibility means that no nonzero combination of projectors is orthogonal to all the partial waves.
- `charpoly.roots` is a multiset, so equality includes algebraic multiplicity. `numPos` and `numNeg` count its real positive and real negative members.

`separable_spectrum` states the equality of multisets and both sign counts; `small_matrix_spectrum` adds the reality and signs of the small matrix's eigenvalues. For a finite-basis calculation, an \(m\times m\) problem thus reveals how many attractive and repulsive directions the nonlocal term has. It does not decide whether the full Hamiltonian has ghost states.

```lean
import Mathlib

open Matrix
open scoped ComplexOrder

namespace MultiProjectorPseudopotential

noncomputable section

variable {n m : Type*} [Fintype n] [DecidableEq n] [Fintype m] [DecidableEq m]

/-- The multi-projector nonlocal potential `X B⁻¹ Xᴴ`, for an invertible matrix `B`;
the columns of `X` are the projector functions. -/
def separable (X : Matrix n m ℂ) (B : Matrix m m ℂ) : Matrix n n ℂ := X * B⁻¹ * Xᴴ

/-- The number of positive real eigenvalues, counted with algebraic multiplicity. -/
def numPos (A : Matrix n n ℂ) : ℕ :=
  Multiset.card (A.charpoly.roots.filter fun z => 0 < z.re ∧ z.im = 0)

/-- The number of negative real eigenvalues, counted with algebraic multiplicity. -/
def numNeg (A : Matrix n n ℂ) : ℕ :=
  Multiset.card (A.charpoly.roots.filter fun z => z.re < 0 ∧ z.im = 0)

/-- A Hermitian matrix is diagonal, with its eigenvalues as entries, in a unitary basis. -/
theorem spectral_form {A : Matrix n n ℂ} (hA : A.IsHermitian) :
    ∃ U : Matrix n n ℂ, Uᴴ * U = 1 ∧
      A = U * diagonal (fun i => (hA.eigenvalues i : ℂ)) * Uᴴ := by
  let U : Matrix n n ℂ := hA.eigenvectorUnitary
  have h1 : Uᴴ * U = 1 := mem_unitaryGroup_iff'.1 hA.eigenvectorUnitary.2
  have h2 : U * Uᴴ = 1 := mem_unitaryGroup_iff.1 hA.eigenvectorUnitary.2
  -- the columns of U are eigenvectors
  have h3 : A * U = U * diagonal (fun i => (hA.eigenvalues i : ℂ)) := by
    ext i j
    have h := congrFun (hA.mulVec_eigenvectorBasis j) i
    rw [mul_diagonal]
    simpa [U, Matrix.mul_apply, mulVec, dotProduct, IsHermitian.eigenvectorUnitary_apply,
      mul_comm] using h
  refine ⟨U, h1, ?_⟩
  rw [← h3, Matrix.mul_assoc, h2, Matrix.mul_one]

/-- For a Hermitian matrix the positive and negative eigenvalues can be counted in its
spectral decomposition; the sign is written as a factor `1` or `-1`. -/
theorem count_eq {A : Matrix n n ℂ} (hA : A.IsHermitian) :
    numPos A = Fintype.card {i // 0 < 1 * hA.eigenvalues i} ∧
    numNeg A = Fintype.card {i // 0 < (-1) * hA.eigenvalues i} := by
  constructor
  · rw [numPos, hA.roots_charpoly_eq_eigenvalues, Multiset.filter_map, Multiset.card_map,
      Fintype.card_subtype]
    change _ = Multiset.card (Finset.univ.val.filter fun i => 0 < 1 * hA.eigenvalues i)
    refine congrArg Multiset.card (Multiset.filter_congr fun i _ => ?_)
    change 0 < hA.eigenvalues i ∧ (0 : ℝ) = 0 ↔ _
    simp
  · rw [numNeg, hA.roots_charpoly_eq_eigenvalues, Multiset.filter_map, Multiset.card_map,
      Fintype.card_subtype]
    change _ = Multiset.card (Finset.univ.val.filter fun i => 0 < (-1) * hA.eigenvalues i)
    refine congrArg Multiset.card (Multiset.filter_congr fun i _ => ?_)
    change hA.eigenvalues i < 0 ∧ (0 : ℝ) = 0 ↔ _
    simp

/-- If a real diagonal form `c` is obtained from a real diagonal form `a` by a linear
substitution `S`, then `c` has at most as many entries of a given sign as `a`. -/
theorem diagonal_count_le (s : ℝ) (c : m → ℝ) (a : n → ℝ) (S : Matrix n m ℂ)
    (h : diagonal (fun i => (c i : ℂ)) = Sᴴ * diagonal (fun j => (a j : ℂ)) * S) :
    Fintype.card {i // 0 < s * c i} ≤ Fintype.card {j // 0 < s * a j} := by
  -- record the entries of S x where a has the chosen sign, and those of x where c does not
  let L := ((LinearMap.funLeft ℂ ℂ (Subtype.val : {j // 0 < s * a j} → n)).comp
    S.mulVecLin).prod (LinearMap.funLeft ℂ ℂ (Subtype.val : {i // ¬ 0 < s * c i} → m))
  have hinj : Function.Injective L := by
    refine (injective_iff_map_eq_zero L).2 fun x hx => ?_
    have h1 : ∀ j, 0 < s * a j → (S *ᵥ x) j = 0 := fun j hj =>
      congrFun (congrArg Prod.fst hx) ⟨j, hj⟩
    have h2 : ∀ i, ¬ 0 < s * c i → x i = 0 := fun i hi =>
      congrFun (congrArg Prod.snd hx) ⟨i, hi⟩
    -- the two quadratic forms agree
    have hq : ∑ i, c i * Complex.normSq (x i) = ∑ j, a j * Complex.normSq ((S *ᵥ x) j) := by
      have h' := congrArg (fun M => star x ⬝ᵥ (M *ᵥ x)) h
      beta_reduce at h'
      rw [← mulVec_mulVec x (Sᴴ * _) S, ← mulVec_mulVec, dotProduct_mulVec (star x) Sᴴ,
        ← star_mulVec] at h'
      simp only [dotProduct, mulVec_diagonal, Pi.star_apply, Complex.star_def] at h'
      apply Complex.ofReal_injective
      simp only [Complex.ofReal_sum, Complex.ofReal_mul, Complex.normSq_eq_conj_mul_self]
      simpa only [mul_comm, mul_left_comm, mul_assoc] using h'
    have hl : ∀ i ∈ Finset.univ, 0 ≤ s * c i * Complex.normSq (x i) := by
      intro i _
      by_cases hi : 0 < s * c i
      · exact mul_nonneg hi.le (Complex.normSq_nonneg _)
      · simp [h2 i hi]
    have hr : ∑ j, s * a j * Complex.normSq ((S *ᵥ x) j) ≤ 0 := by
      refine Finset.sum_nonpos fun j _ => ?_
      by_cases hj : 0 < s * a j
      · simp [h1 j hj]
      · exact mul_nonpos_of_nonpos_of_nonneg (not_lt.1 hj) (Complex.normSq_nonneg _)
    have hs : ∑ i, s * c i * Complex.normSq (x i)
        = ∑ j, s * a j * Complex.normSq ((S *ᵥ x) j) := by
      simp only [mul_assoc, ← Finset.mul_sum, hq]
    have hz := (Finset.sum_eq_zero_iff_of_nonneg hl).1
      (le_antisymm (hs.trans_le hr) (Finset.sum_nonneg hl))
    funext i
    by_cases hi : 0 < s * c i
    · exact Complex.normSq_eq_zero.1
        ((mul_eq_zero.1 (hz i (Finset.mem_univ i))).resolve_left hi.ne')
    · exact h2 i hi
  have hd := LinearMap.finrank_le_finrank_of_injective hinj
  simp only [Module.finrank_prod, Module.finrank_fintype_fun_eq_card] at hd
  rw [Fintype.card_subtype_compl] at hd
  have hc := Fintype.card_subtype_le (fun i => 0 < s * c i)
  omega

/-- Passing from a Hermitian `A` to `Tᴴ A T`, with any rectangular `T`, increases neither
the number of positive nor the number of negative eigenvalues. -/
theorem congruence_count_le {A : Matrix n n ℂ} (hA : A.IsHermitian) (T : Matrix n m ℂ) :
    numPos (Tᴴ * A * T) ≤ numPos A ∧ numNeg (Tᴴ * A * T) ≤ numNeg A := by
  have hC : (Tᴴ * A * T).IsHermitian := isHermitian_conjTranspose_mul_mul T hA
  obtain ⟨U, _, hAU⟩ := spectral_form hA
  obtain ⟨W, hW, hCW⟩ := spectral_form hC
  -- write the congruence in the two eigenbases
  have key : diagonal (fun i => (hC.eigenvalues i : ℂ)) = (Uᴴ * T * W)ᴴ *
      diagonal (fun j => (hA.eigenvalues j : ℂ)) * (Uᴴ * T * W) := by
    calc diagonal (fun i => (hC.eigenvalues i : ℂ))
        = (Wᴴ * W) * diagonal (fun i => (hC.eigenvalues i : ℂ)) * (Wᴴ * W) := by
          rw [hW, Matrix.one_mul, Matrix.mul_one]
      _ = Wᴴ * (W * diagonal (fun i => (hC.eigenvalues i : ℂ)) * Wᴴ) * W := by
          simp only [Matrix.mul_assoc]
      _ = Wᴴ * (Tᴴ * A * T) * W := by rw [← hCW]
      _ = Wᴴ * (Tᴴ * (U * diagonal (fun j => (hA.eigenvalues j : ℂ)) * Uᴴ) * T) * W := by
          rw [← hAU]
      _ = _ := by
          simp only [conjTranspose_mul, conjTranspose_conjTranspose, Matrix.mul_assoc]
  rw [(count_eq hA).1, (count_eq hA).2, (count_eq hC).1, (count_eq hC).2]
  exact ⟨diagonal_count_le 1 _ _ _ key, diagonal_count_le (-1) _ _ _ key⟩

omit [DecidableEq n] in
/-- The Gram matrix of linearly independent projectors is invertible. -/
theorem gram_isUnit {X : Matrix n m ℂ} (hX : LinearIndependent ℂ X.col) :
    IsUnit (Xᴴ * X).det := by
  refine isUnit_iff_ne_zero.2 fun h => ?_
  obtain ⟨v, hv, h0⟩ := exists_mulVec_eq_zero_iff.2 h
  apply hv
  apply mulVec_injective_iff.2 hX
  change X *ᵥ v = X *ᵥ 0
  rw [mulVec_zero]
  exact (conjTranspose_mul_self_mulVec_eq_zero X v).1 h0

omit [DecidableEq n] in
/-- For linearly independent projectors and invertible `B`, coefficients `c` solve the small
generalized problem `G c = μ B c` exactly when `X c` satisfies `V (X c) = μ X c`, where `G = Xᴴ X`
and `V = X B⁻¹ Xᴴ`. -/
theorem generalized_eigenproblem {X : Matrix n m ℂ} {B : Matrix m m ℂ}
    (hX : LinearIndependent ℂ X.col) (hdet : IsUnit B.det) (μ : ℂ) (c : m → ℂ) :
    (Xᴴ * X) *ᵥ c = μ • (B *ᵥ c) ↔ separable X B *ᵥ (X *ᵥ c) = μ • (X *ᵥ c) := by
  have hV : separable X B *ᵥ (X *ᵥ c) = X *ᵥ (B⁻¹ *ᵥ ((Xᴴ * X) *ᵥ c)) := by
    simp only [separable, mulVec_mulVec, Matrix.mul_assoc]
  have hs : μ • (X *ᵥ c) = X *ᵥ (μ • c) := by rw [mulVec_smul]
  rw [hV, hs]
  constructor
  · intro h
    have hb : B⁻¹ *ᵥ (μ • (B *ᵥ c)) = μ • c := by
      rw [mulVec_smul, mulVec_mulVec, nonsing_inv_mul _ hdet, one_mulVec]
    rw [h, hb]
  · intro h
    have hb : ∀ w : m → ℂ, B *ᵥ (B⁻¹ *ᵥ w) = w := fun w => by
      rw [mulVec_mulVec, mul_nonsing_inv _ hdet, one_mulVec]
    have h' := congrArg (fun v => B *ᵥ v) (mulVec_injective_iff.2 hX h)
    beta_reduce at h'
    rwa [hb, mulVec_smul] at h'

/-- For linearly independent projectors and invertible `B`, the nonzero eigenvalues of
`X B⁻¹ Xᴴ` are, with algebraic multiplicity, the eigenvalues of `B⁻¹ G`, `G = Xᴴ X`. -/
theorem nonzero_eigenvalues {X : Matrix n m ℂ} {B : Matrix m m ℂ}
    (hX : LinearIndependent ℂ X.col) (hdet : IsUnit B.det) :
    (separable X B).charpoly.roots.filter (fun z => z ≠ 0)
      = (B⁻¹ * (Xᴴ * X)).charpoly.roots := by
  -- powers of the variable contribute only zero roots
  have strip : ∀ (k : ℕ) (p : Polynomial ℂ), p ≠ 0 →
      (Polynomial.X ^ k * p).roots.filter (fun z => z ≠ 0)
        = p.roots.filter (fun z => z ≠ 0) := by
    intro k p hp
    have h0 : (k • ({0} : Multiset ℂ)).filter (fun z => z ≠ 0) = 0 := by
      refine Multiset.filter_eq_nil.2 fun a ha => ?_
      rw [Multiset.nsmul_singleton] at ha
      simp [Multiset.eq_of_mem_replicate ha]
    rw [Polynomial.roots_mul (mul_ne_zero (pow_ne_zero _ Polynomial.X_ne_zero) hp),
      Polynomial.roots_X_pow, Multiset.filter_add, h0, zero_add]
  have hc := charpoly_mul_comm' X (B⁻¹ * Xᴴ)
  rw [← Matrix.mul_assoc, Matrix.mul_assoc B⁻¹] at hc
  rw [← strip (Fintype.card m) _ (charpoly_monic _).ne_zero, separable, hc,
    strip _ _ (charpoly_monic _).ne_zero]
  -- the small matrix is nonsingular, so zero is not among its eigenvalues
  refine Multiset.filter_eq_self.2 fun a ha h0 => ?_
  have hroot : Polynomial.eval a (B⁻¹ * (Xᴴ * X)).charpoly = 0 :=
    (Polynomial.mem_roots'.1 ha).2
  rw [h0] at hroot
  have hu : IsUnit (B⁻¹ * (Xᴴ * X)).det := by
    rw [det_mul]
    exact (isUnit_nonsing_inv_det B hdet).mul (gram_isUnit hX)
  apply hu.ne_zero
  rw [det_eq_sign_charpoly_coeff, Polynomial.coeff_zero_eq_eval_zero, hroot, mul_zero]

/-- For linearly independent projectors and Hermitian invertible `B`, the nonzero eigenvalues
of `X B⁻¹ Xᴴ` are those of `B⁻¹ Xᴴ X` with algebraic multiplicity, and the numbers of positive
and of negative ones equal those of `B`. -/
theorem separable_spectrum {X : Matrix n m ℂ} {B : Matrix m m ℂ}
    (hX : LinearIndependent ℂ X.col) (hB : B.IsHermitian) (hdet : IsUnit B.det) :
    (separable X B).charpoly.roots.filter (fun z => z ≠ 0)
      = (B⁻¹ * (Xᴴ * X)).charpoly.roots ∧
    numPos (separable X B) = numPos B ∧ numNeg (separable X B) = numNeg B := by
  have hV : (separable X B).IsHermitian := isHermitian_mul_mul_conjTranspose X hB.inv
  -- V is a congruence transform of B
  have e1 : (B⁻¹ * Xᴴ)ᴴ * B * (B⁻¹ * Xᴴ) = separable X B := by
    rw [conjTranspose_mul, conjTranspose_conjTranspose, conjTranspose_nonsing_inv, hB.eq,
      Matrix.mul_assoc X, nonsing_inv_mul _ hdet, Matrix.mul_one, ← Matrix.mul_assoc, separable]
  -- dual projectors turn V back into B
  obtain ⟨T, h1⟩ : ∃ T : Matrix n m ℂ, Xᴴ * T = B := ⟨X * (Xᴴ * X)⁻¹ * B, by
    rw [← Matrix.mul_assoc, ← Matrix.mul_assoc, mul_nonsing_inv _ (gram_isUnit hX),
      Matrix.one_mul]⟩
  have h2 : Tᴴ * X = B := by
    have h := congrArg conjTranspose h1
    rwa [conjTranspose_mul, conjTranspose_conjTranspose, hB.eq] at h
  have e2 : Tᴴ * separable X B * T = B := by
    calc Tᴴ * separable X B * T = (Tᴴ * X) * B⁻¹ * (Xᴴ * T) := by
          simp only [separable, Matrix.mul_assoc]
      _ = B := by rw [h1, h2, mul_nonsing_inv _ hdet, Matrix.one_mul]
  have c1 := congruence_count_le hB (B⁻¹ * Xᴴ)
  have c2 := congruence_count_le hV T
  rw [e1] at c1
  rw [e2] at c2
  exact ⟨nonzero_eigenvalues hX hdet, le_antisymm c1.1 c2.1, le_antisymm c1.2 c2.2⟩

/-- For linearly independent projectors and Hermitian invertible `B`, all eigenvalues of the
small matrix `B⁻¹ Xᴴ X` are real, and as many are positive and negative as for `B`. -/
theorem small_matrix_spectrum {X : Matrix n m ℂ} {B : Matrix m m ℂ}
    (hX : LinearIndependent ℂ X.col) (hB : B.IsHermitian) (hdet : IsUnit B.det) :
    (∀ z ∈ (B⁻¹ * (Xᴴ * X)).charpoly.roots, z.im = 0) ∧
    numPos (B⁻¹ * (Xᴴ * X)) = numPos B ∧ numNeg (B⁻¹ * (Xᴴ * X)) = numNeg B := by
  obtain ⟨hr, hp, hn⟩ := separable_spectrum hX hB hdet
  have hV : (separable X B).IsHermitian := isHermitian_mul_mul_conjTranspose X hB.inv
  refine ⟨fun z hz => ?_, ?_, ?_⟩
  · rw [← hr] at hz
    have hz' := (Multiset.mem_filter.1 hz).1
    rw [hV.roots_charpoly_eq_eigenvalues] at hz'
    obtain ⟨i, _, rfl⟩ := Multiset.mem_map.1 hz'
    rfl
  · rw [← hp, numPos, numPos, ← hr, Multiset.filter_filter]
    refine congrArg Multiset.card (Multiset.filter_congr fun z _ => ?_)
    exact ⟨fun h => h.1, fun h => ⟨h, fun h0 => by simp [h0] at h⟩⟩
  · rw [← hn, numNeg, numNeg, ← hr, Multiset.filter_filter]
    refine congrArg Multiset.card (Multiset.filter_congr fun z _ => ?_)
    exact ⟨fun h => h.1, fun h => ⟨h, fun h0 => by simp [h0] at h⟩⟩

end

end MultiProjectorPseudopotential
```

```lean
#print axioms MultiProjectorPseudopotential.generalized_eigenproblem
#print axioms MultiProjectorPseudopotential.small_matrix_spectrum
```

```
'MultiProjectorPseudopotential.generalized_eigenproblem' depends on axioms: [propext, Classical.choice, Quot.sound]
'MultiProjectorPseudopotential.small_matrix_spectrum' depends on axioms: [propext, Classical.choice, Quot.sound]
```

## From the lemmas to the two inequalities

`gram_isUnit` proves that \(G\) is invertible, and `generalized_eigenproblem` proves the eigenvector equivalence for vectors of the form \(Xc\). In `nonzero_eigenvalues`, `charpoly_mul_comm'` supplies the polynomial identity, the local fact `strip` discards the roots contributed by powers of the variable, and the nonzero determinant excludes zero from the small spectrum.

For the signs, `spectral_form` diagonalises a Hermitian matrix and `count_eq` turns `numPos` and `numNeg` into counts of its eigenvalues. The dimension argument is `diagonal_count_le`: its map `L` collects the \(p+(m-q)\) conditions, `hinj` shows that only \(x=0\) meets them, and comparing dimensions gives the bound. The factor `s`, set to `1` or `-1`, treats both signs at once. `congruence_count_le` transfers the bound to \(T^\dagger AT\), and `separable_spectrum` applies it through `e1` and `e2`, joining the inequalities with `le_antisymm`.

## Two small counter-examples

Without independence, take \(X=(1\;\;1)\) and \(B=1_2\). Then \(V=(2)\), while \(B^{-1}G\) has eigenvalues \(2\) and \(0\), and \(B\) has two positive eigenvalues against one for \(V\).

Without Hermiticity the equality of eigenvalues survives, as `nonzero_eigenvalues` shows, but the sign count can fail completely. For
\[
X=\begin{pmatrix}1&0\\1&1\end{pmatrix},\qquad
B=\begin{pmatrix}1&5\\0&1\end{pmatrix},\qquad
V=\begin{pmatrix}1&-4\\1&-3\end{pmatrix},
\]
\(B\) has the eigenvalue \(1\) twice, whereas \(V\) has trace \(-2\) and determinant \(1\), hence the eigenvalue \(-1\) twice.
